# Rescaling two ultrasoft states to unit plain norm keeps their vacuum density ratio only at zero augmentation charge or equal mixing, in a two-component model

I have two surface states from an ultrasoft pseudopotential calculation and want to compare how strongly they reach into the vacuum, as one would for a simulated STM image. The smooth wavefunctions in the output don't have unit norm when I simply sum their squared coefficients, so my script rescales each of them until they do. I know this changes each vacuum density. But I only use the ratio of the two, and both states came out of the same calculation with the same normalization condition. Shouldn't the error cancel?

## The error cancels only if both states have the same plain norm

In general it doesn't. Ultrasoft states satisfy $\langle\psi_m|S|\psi_n\rangle=\delta_{mn}$, where the overlap operator $S$ accounts for the charge that the smooth functions lack near the atoms. Outside the augmentation spheres the smooth function equals the all-electron one, so the vacuum density is already right before any rescaling. Your script divides each density by that state's own plain squared norm, which depends on how much of the state sits near the atoms.

### Two states that share vacuum and augmentation weight

Write $N(v)=\sum_i v_i^2$ for the plain squared norm of a real coefficient vector $v$. For $v\neq0$ the rescaled vector $\hat v=v/\sqrt{N(v)}$ has $N(\hat v)=1$ and densities $\hat v_i^2=v_i^2/N(v)$. For two states $u,v$ with $u_i,v_i\ne0$,

$$\frac{\hat u_i^2}{\hat v_i^2}=\frac{u_i^2}{v_i^2}\,\frac{N(v)}{N(u)} .$$

The old ratio is nonzero, so it is preserved exactly when $N(u)=N(v)$.

Now take one vacuum component, numbered 0, and one augmentation component, numbered 1, with $S=\mathrm{diag}(1,1+q)$ and $q>-1$. The number $q$ is the augmentation charge: what must be added to a unit of smooth charge in component 1 to recover the true charge. The condition $q>-1$ keeps $S$ positive definite. With a mixing angle $x$ (not a position), $0<x<\pi/2$, the states are

$$A=\Big(\cos x,\ \frac{\sin x}{\sqrt{1+q}}\Big),\qquad B=\Big(-\sin x,\ \frac{\cos x}{\sqrt{1+q}}\Big).$$

The factor $1+q$ in $S$ cancels the two square roots, so $A\cdot SA=\cos^2x+\sin^2x=1$, likewise $B\cdot SB=1$, and $A\cdot SB=-\cos x\sin x+\sin x\cos x=0$. The plain squared norms are

$$N(A)=\cos^2x+\frac{\sin^2x}{1+q},\qquad N(B)=\sin^2x+\frac{\cos^2x}{1+q},$$

and therefore

$$N(A)-N(B)=\Big(1-\frac1{1+q}\Big)(\cos^2x-\sin^2x)=\frac{q}{1+q}\cos2x .$$

This vanishes if $q=0$ or $\cos2x=0$. Since $0<2x<\pi$, the second case means $x=\pi/4$, where both states have equal weight in the vacuum.

The sign gives the direction of the error. The ratio of $A$ to $B$ is multiplied by $N(B)/N(A)$, so it falls exactly when $N(A)>N(B)$, that is, when $q\cos2x>0$. For $q=1$ and $x=\pi/6$ the correct ratio is $3$, while $N(A)=7/8$ and $N(B)=5/8$ turn it into $15/7\approx2.14$.

Rescaling keeps the two states orthogonal with respect to $S$, but it can't make them orthogonal in the plain dot product if they weren't before. Before rescaling,

$$A\cdot B=-\sin x\cos x+\frac{\sin x\cos x}{1+q}=-\frac{q}{1+q}\sin x\cos x,$$

which is zero only for $q=0$. At $x=\pi/4$ the density ratio is right, yet the rescaled states have plain overlap $-q/(2+q)$.

One slip in this derivation hides well: dividing the vector by $N$ instead of $\sqrt N$. The condition for a preserved ratio comes out the same, but the ratio in the example would become $75/49$ instead of $15/7$. Checking that the rescaled vector has unit norm exposes it.

### What the Lean definitions stand for

A state is a function `ι → ℝ` on a finite index set, and `⬝ᵥ` is the plain dot product. `plainNormSq` is $N$, `renormalize` is the map $v\mapsto\hat v$ (a rescaling, unrelated to renormalization in field theory), and `density i v` is the squared coefficient $v_i^2$. In the two-component model the index type is `Fin 2`; `overlap q` is $S$, and `stateA q x` and `stateB q x` are $A$ and $B$.

The main theorem, `vacuum_ratio_preserved_iff`, says: for $q>-1$ and $0<x<\pi/2$, the ratio of the component-0 densities after rescaling equals the ratio before it if and only if $q=0$ or $x=\pi/4$. Under the same hypotheses, `vacuum_ratio_lowered_iff` gives the direction of the error, and `renormalized_orthogonal_iff` says that the rescaled states are orthogonal in the plain dot product if and only if $q=0$. The $S$-orthonormality of the states is proved in `states_orthonormal`, not assumed.

The strict bound $x<\pi/2$ can't be weakened to $x\le\pi/2$. At $x=\pi/2$ and $q=1$ the state $A$ has no vacuum density, so the ratio is $0$ before and after rescaling, although neither $q=0$ nor $x=\pi/4$ holds.

The step to your calculation that the hypotheses leave open is the reduction to two components, with $S$ diagonal and equal to one on the vacuum part. The criterion of equal plain norms, `ratio_preserved_iff`, needs no such reduction: it holds for real coefficient vectors of any finite length, for instance values on a real-space grid. Complex coefficients are left out throughout.

```lean
import Mathlib

open Matrix

namespace UltrasoftRenormalization

noncomputable section

variable {ι : Type*} [Fintype ι]

/-- The plain squared norm of a real coefficient vector, without any overlap operator. -/
def plainNormSq (v : ι → ℝ) : ℝ := v ⬝ᵥ v

/-- A nonzero coefficient vector divided by its plain norm. -/
def renormalize (v : ι → ℝ) : ι → ℝ := (√(plainNormSq v))⁻¹ • v

/-- The density of a state in component `i`: the square of its real coefficient. -/
def density (i : ι) (v : ι → ℝ) : ℝ := v i ^ 2

/-- The overlap matrix `diag(1, 1+q)`: component 0 is vacuum, component 1 carries the
augmentation charge `q`. -/
def overlap (q : ℝ) : Matrix (Fin 2) (Fin 2) ℝ := !![1, 0; 0, 1 + q]

/-- The first state at mixing angle `x`, for `q > -1`. -/
def stateA (q x : ℝ) : Fin 2 → ℝ := ![Real.cos x, Real.sin x / √(1 + q)]

/-- The second state at mixing angle `x`, for `q > -1`. -/
def stateB (q x : ℝ) : Fin 2 → ℝ := ![-Real.sin x, Real.cos x / √(1 + q)]

/-- A nonzero state has positive plain squared norm. -/
theorem plainNormSq_pos {v : ι → ℝ} (hv : v ≠ 0) : 0 < plainNormSq v := by
  obtain ⟨i, hi⟩ := Function.ne_iff.mp hv
  unfold plainNormSq dotProduct
  exact Finset.sum_pos' (fun j _ => mul_self_nonneg (v j))
    ⟨i, Finset.mem_univ i, mul_self_pos.mpr hi⟩

/-- Renormalizing a nonzero state gives unit plain norm and divides the density in every
component by the plain squared norm. -/
theorem renormalize_spec {v : ι → ℝ} (hv : v ≠ 0) :
    plainNormSq (renormalize v) = 1 ∧
      ∀ i, density i (renormalize v) = density i v / plainNormSq v := by
  have hN := plainNormSq_pos hv
  have hs : (√(plainNormSq v))⁻¹ * (√(plainNormSq v))⁻¹ = (plainNormSq v)⁻¹ := by
    rw [← mul_inv, Real.mul_self_sqrt hN.le]
  constructor
  · have h : plainNormSq (renormalize v)
        = (√(plainNormSq v))⁻¹ * (√(plainNormSq v))⁻¹ * plainNormSq v := by
      change ((√(plainNormSq v))⁻¹ • v) ⬝ᵥ ((√(plainNormSq v))⁻¹ • v) = _ * (v ⬝ᵥ v)
      rw [smul_dotProduct, dotProduct_smul, smul_eq_mul, smul_eq_mul, mul_assoc]
    rw [h, hs, inv_mul_cancel₀ hN.ne']
  · intro i
    change ((√(plainNormSq v))⁻¹ * v i) ^ 2 = v i ^ 2 / plainNormSq v
    rw [mul_pow, pow_two (√(plainNormSq v))⁻¹, hs, div_eq_mul_inv, mul_comm]

/-- For two states with nonzero coefficients in component `i`, renormalization multiplies
their density ratio there by the inverse ratio of their plain squared norms. -/
theorem ratio_renormalize {u v : ι → ℝ} {i : ι} (hu : u i ≠ 0) (hv : v i ≠ 0) :
    density i (renormalize u) / density i (renormalize v)
      = density i u / density i v * (plainNormSq v / plainNormSq u) := by
  have hu' : u ≠ 0 := fun h => hu (by rw [h]; rfl)
  have hv' : v ≠ 0 := fun h => hv (by rw [h]; rfl)
  rw [(renormalize_spec hu').2, (renormalize_spec hv').2, div_div_div_eq,
    div_mul_div_comm, mul_comm (plainNormSq u)]

/-- For two states with nonzero coefficients in component `i`, renormalization preserves
their density ratio there if and only if their plain squared norms are equal. -/
theorem ratio_preserved_iff {u v : ι → ℝ} {i : ι} (hu : u i ≠ 0) (hv : v i ≠ 0) :
    density i (renormalize u) / density i (renormalize v) = density i u / density i v
      ↔ plainNormSq u = plainNormSq v := by
  have hN : plainNormSq u ≠ 0 :=
    (plainNormSq_pos (fun h => hu (by rw [h]; rfl))).ne'
  have hr : density i u / density i v ≠ 0 := div_ne_zero (pow_ne_zero 2 hu) (pow_ne_zero 2 hv)
  rw [ratio_renormalize hu hv]
  constructor
  · intro h
    have h1 : plainNormSq v / plainNormSq u = 1 := mul_left_cancel₀ hr (by rw [h, mul_one])
    exact ((div_eq_one_iff_eq hN).mp h1).symm
  · intro h
    rw [← h, div_self hN, mul_one]

/-- For `q > -1` the two states are orthonormal with respect to the overlap matrix. -/
theorem states_orthonormal {q : ℝ} (hq : -1 < q) (x : ℝ) :
    stateA q x ⬝ᵥ overlap q *ᵥ stateA q x = 1 ∧
    stateB q x ⬝ᵥ overlap q *ᵥ stateB q x = 1 ∧
    stateA q x ⬝ᵥ overlap q *ᵥ stateB q x = 0 := by
  have hp : 0 < 1 + q := by linarith
  -- the factor `1 + q` cancels the two square roots
  have key : ∀ a b : ℝ, a / √(1 + q) * ((1 + q) * (b / √(1 + q))) = a * b := by
    intro a b
    calc a / √(1 + q) * ((1 + q) * (b / √(1 + q)))
        = a * b * ((1 + q) / (√(1 + q) * √(1 + q))) := by
          simp only [div_eq_mul_inv, mul_inv]; ac_rfl
      _ = a * b := by rw [Real.mul_self_sqrt hp.le, div_self hp.ne', mul_one]
  have expand : ∀ a b c d : ℝ,
      ![a, b] ⬝ᵥ overlap q *ᵥ ![c, d] = a * c + b * ((1 + q) * d) := by
    intro a b c d
    simp [overlap, Matrix.mulVec, dotProduct, Fin.sum_univ_two]
  have h1 := Real.sin_sq_add_cos_sq x
  unfold stateA stateB
  refine ⟨?_, ?_, ?_⟩ <;> rw [expand, key] <;> linarith

/-- For `q > -1` the plain squared norms of the two states differ by
`q/(1+q) * cos 2x`. -/
theorem plainNormSq_gap {q : ℝ} (hq : -1 < q) (x : ℝ) :
    plainNormSq (stateA q x) - plainNormSq (stateB q x)
      = q / (1 + q) * Real.cos (2 * x) := by
  have hp : 0 < 1 + q := by linarith
  have expand : ∀ a b : ℝ, plainNormSq ![a, b / √(1 + q)] = a * a + b * b / (1 + q) := by
    intro a b
    have h : plainNormSq ![a, b / √(1 + q)]
        = a * a + b / √(1 + q) * (b / √(1 + q)) := by
      simp [plainNormSq, dotProduct, Fin.sum_univ_two]
    rw [h, div_mul_div_comm, Real.mul_self_sqrt hp.le]
  have h2 : Real.cos (2 * x) = Real.cos x ^ 2 - Real.sin x ^ 2 := by
    rw [Real.cos_two_mul]; linarith [Real.sin_sq_add_cos_sq x]
  unfold stateA stateB
  rw [expand, expand, h2]
  have hne := hp.ne'
  field_simp
  ring

/-- For `q > -1` and `0 < x < π/2`, renormalizing both states to unit plain norm preserves
the ratio of their vacuum densities if and only if `q = 0` or `x = π/4`. -/
theorem vacuum_ratio_preserved_iff {q x : ℝ} (hq : -1 < q) (h0 : 0 < x)
    (h1 : x < Real.pi / 2) :
    density 0 (renormalize (stateA q x)) / density 0 (renormalize (stateB q x))
      = density 0 (stateA q x) / density 0 (stateB q x) ↔ q = 0 ∨ x = Real.pi / 4 := by
  have hc : stateA q x 0 ≠ 0 := (Real.cos_pos_of_mem_Ioo ⟨by linarith, h1⟩).ne'
  have hs : stateB q x 0 ≠ 0 :=
    neg_ne_zero.mpr (Real.sin_pos_of_pos_of_lt_pi h0 (by linarith)).ne'
  have hp : 1 + q ≠ 0 := by linarith
  rw [ratio_preserved_iff hc hs, ← sub_eq_zero, plainNormSq_gap hq]
  constructor
  · intro h
    rcases mul_eq_zero.mp h with h | h
    · exact Or.inl ((div_eq_zero_iff.mp h).resolve_right hp)
    · -- the cosine is injective on [0, π]
      right
      have h2 : 2 * x = Real.pi / 2 := Real.injOn_cos ⟨by linarith, by linarith⟩
        ⟨by linarith, by linarith⟩ (by rw [h, Real.cos_pi_div_two])
      linarith
  · rintro (h | h)
    · rw [h, zero_div, zero_mul]
    · rw [h, show 2 * (Real.pi / 4) = Real.pi / 2 by ring, Real.cos_pi_div_two, mul_zero]

/-- For `q > -1` and `0 < x < π/2`, renormalization lowers the ratio of the vacuum densities
if and only if `q * cos 2x` is positive. -/
theorem vacuum_ratio_lowered_iff {q x : ℝ} (hq : -1 < q) (h0 : 0 < x)
    (h1 : x < Real.pi / 2) :
    density 0 (renormalize (stateA q x)) / density 0 (renormalize (stateB q x))
      < density 0 (stateA q x) / density 0 (stateB q x) ↔ 0 < q * Real.cos (2 * x) := by
  have hc : stateA q x 0 ≠ 0 := (Real.cos_pos_of_mem_Ioo ⟨by linarith, h1⟩).ne'
  have hs : stateB q x 0 ≠ 0 :=
    neg_ne_zero.mpr (Real.sin_pos_of_pos_of_lt_pi h0 (by linarith)).ne'
  have hp : 0 < 1 + q := by linarith
  have hN : 0 < plainNormSq (stateA q x) := plainNormSq_pos (fun h => hc (by rw [h]; rfl))
  have hr : 0 < density 0 (stateA q x) / density 0 (stateB q x) :=
    div_pos ((sq_nonneg (stateA q x 0)).lt_of_ne' (pow_ne_zero 2 hc))
      ((sq_nonneg (stateB q x 0)).lt_of_ne' (pow_ne_zero 2 hs))
  have e : q * Real.cos (2 * x)
      = (plainNormSq (stateA q x) - plainNormSq (stateB q x)) * (1 + q) := by
    rw [plainNormSq_gap hq, mul_right_comm, div_mul_cancel₀ _ hp.ne']
  rw [ratio_renormalize hc hs, e, mul_pos_iff_of_pos_right hp, sub_pos, ← div_lt_one hN]
  constructor
  · intro h
    exact lt_of_mul_lt_mul_left (by rwa [mul_one]) hr.le
  · intro h
    nlinarith [mul_pos hr (sub_pos.mpr h)]

/-- For `q > -1` and `0 < x < π/2`, the renormalized states are orthogonal in the plain
inner product if and only if `q = 0`. -/
theorem renormalized_orthogonal_iff {q x : ℝ} (hq : -1 < q) (h0 : 0 < x)
    (h1 : x < Real.pi / 2) :
    renormalize (stateA q x) ⬝ᵥ renormalize (stateB q x) = 0 ↔ q = 0 := by
  have hc : 0 < Real.cos x := Real.cos_pos_of_mem_Ioo ⟨by linarith, h1⟩
  have hs : 0 < Real.sin x := Real.sin_pos_of_pos_of_lt_pi h0 (by linarith)
  have hp : 0 < 1 + q := by linarith
  have hA : 0 < plainNormSq (stateA q x) :=
    plainNormSq_pos (fun h => hc.ne' (congrFun h 0))
  have hB : 0 < plainNormSq (stateB q x) :=
    plainNormSq_pos (fun h => (neg_ne_zero.mpr hs.ne') (congrFun h 0))
  -- the plain overlap before renormalization
  have hAB : stateA q x ⬝ᵥ stateB q x = -(Real.sin x * Real.cos x / (1 + q)) * q := by
    have h : stateA q x ⬝ᵥ stateB q x = Real.cos x * (-Real.sin x)
        + Real.sin x / √(1 + q) * (Real.cos x / √(1 + q)) := by
      simp [stateA, stateB, dotProduct, Fin.sum_univ_two]
    rw [h, div_mul_div_comm, Real.mul_self_sqrt hp.le]
    have hne := hp.ne'
    field_simp
    ring
  have hk : -(Real.sin x * Real.cos x / (1 + q)) ≠ 0 :=
    neg_ne_zero.mpr (div_pos (mul_pos hs hc) hp).ne'
  unfold renormalize
  rw [smul_dotProduct, dotProduct_smul, smul_eq_mul, smul_eq_mul, hAB,
    mul_eq_zero_iff_left (inv_ne_zero (Real.sqrt_pos.mpr hA).ne'),
    mul_eq_zero_iff_left (inv_ne_zero (Real.sqrt_pos.mpr hB).ne'),
    mul_eq_zero_iff_left hk]

end

end UltrasoftRenormalization
```

```lean
#print axioms UltrasoftRenormalization.states_orthonormal
#print axioms UltrasoftRenormalization.vacuum_ratio_preserved_iff
#print axioms UltrasoftRenormalization.vacuum_ratio_lowered_iff
#print axioms UltrasoftRenormalization.renormalized_orthogonal_iff
```

```
'UltrasoftRenormalization.states_orthonormal' depends on axioms: [propext, Classical.choice, Quot.sound]
'UltrasoftRenormalization.vacuum_ratio_preserved_iff' depends on axioms: [propext, Classical.choice, Quot.sound]
'UltrasoftRenormalization.vacuum_ratio_lowered_iff' depends on axioms: [propext, Classical.choice, Quot.sound]
'UltrasoftRenormalization.renormalized_orthogonal_iff' depends on axioms: [propext, Classical.choice, Quot.sound]
```

### Cancelling the ratio, then inverting the cosine

`plainNormSq_pos` shows $N(v)>0$ for a nonzero vector, because a sum of squares with one positive term is positive. `renormalize_spec` uses this to square the inverse root, $(1/\sqrt N)^2=1/N$, which gives both the unit norm and the divided densities. `ratio_renormalize` inserts these densities into the ratio and rearranges the fractions. `ratio_preserved_iff` then cancels the old ratio, which is nonzero because both coefficients are, and is left with $N(v)/N(u)=1$.

In `states_orthonormal`, the auxiliary fact `key` is the cancellation of $1+q$ against the two square roots, and `expand` writes out the product with $S$. The two normalizations then follow from $\sin^2x+\cos^2x=1$, and in the orthogonality relation the two remaining products cancel. This theorem justifies the choice of states; the later proofs don't use it.

`plainNormSq_gap` computes $N(A)-N(B)$. It expands both norms, rewrites $\cos2x$ as $\cos^2x-\sin^2x$, and leaves the common denominator and the remaining algebra to `field_simp` and `ring`.

The main theorem first checks that both vacuum coefficients are nonzero, which is where the open interval for $x$ enters. It then replaces the statement about ratios by $N(A)-N(B)=0$ and inserts the gap formula. A vanishing product means that one factor vanishes: either $q/(1+q)=0$, hence $q=0$, or $\cos2x=0=\cos(\pi/2)$. In the second case `Real.injOn_cos`, the injectivity of the cosine on $[0,\pi]$, gives $2x=\pi/2$. The converse is direct substitution.

For the direction of the error, the equation `e` multiplies the gap by the positive number $1+q$, so that $q\cos2x>0$ becomes $N(B)/N(A)<1$. Multiplying by the positive old ratio, or cancelling it, connects this with the inequality between the two ratios. For orthogonality, `hAB` is the value of $A\cdot B$ found above. The rescaling factors and $\sin x\cos x/(1+q)$ are nonzero, so they are removed one by one until only $q=0$ is left.

For your script, this means leaving the $S$-normalized coefficients as they are when you compare vacuum densities. Nor does rescaling prepare the states for a method that expects plainly orthonormal orbitals: in this two-component model, it supplies them only when $q=0$.
